# CNOT ladders reduce a Z-string rotation to a rotation of one qubit

Write Z = diag(1, −1), let X exchange |0⟩ and |1⟩, and let CNOT have qubit one as control and qubit two as target. The problem is to carry out the evolution exp(−iθ Z⊗Z) for a real angle θ, and its analogue for a product of Z operators on more qubits, using only CNOT gates and a phase rotation of a single qubit.

```lean
import Mathlib

open Matrix
open scoped Kronecker

namespace CNOTLadder

noncomputable section

/-- The Pauli matrix Z. -/
def pauliZ : Matrix (Fin 2) (Fin 2) ℂ := !![1, 0; 0, -1]

/-- The two-qubit CNOT gate controlled on qubit one: `|0⟩⟨0| ⊗ I + |1⟩⟨1| ⊗ X`. -/
def CNOT : Matrix (Fin 2 × Fin 2) (Fin 2 × Fin 2) ℂ :=
  !![1, 0; 0, 0] ⊗ₖ (1 : Matrix (Fin 2) (Fin 2) ℂ) + !![0, 0; 0, 1] ⊗ₖ !![0, 1; 1, 0]

/-- The exponential of a multiple of a diagonal matrix is the diagonal matrix of the exponentials of
its diagonal entries. -/
theorem exp_smul_diagonal {m : Type*} [Fintype m] [DecidableEq m] (c : ℂ) (d : m → ℂ) :
    NormedSpace.exp (c • diagonal d) = diagonal (fun i => Complex.exp (c * d i)) := by
  rw [← Matrix.diagonal_smul, Matrix.exp_diagonal]
  congr 1
  funext i
  rw [Complex.exp_eq_exp_ℂ]
  -- evaluation at an index is a continuous ring homomorphism
  exact NormedSpace.map_exp (Pi.evalRingHom (fun _ : m => ℂ) i) (continuous_apply i) (c • d)

/-- Applying CNOT twice does nothing. -/
theorem CNOT_mul_self : CNOT * CNOT = 1 := by
  ext ⟨i, j⟩ ⟨k, l⟩
  fin_cases i <;> fin_cases j <;> fin_cases k <;> fin_cases l <;>
    simp [CNOT, Matrix.mul_apply, Fintype.sum_prod_type, Fin.sum_univ_two, Matrix.one_apply]

/-- Conjugation by CNOT turns Z on the target qubit into Z on both qubits. -/
theorem CNOT_conj_Z : CNOT * ((1 : Matrix (Fin 2) (Fin 2) ℂ) ⊗ₖ pauliZ) * CNOT
    = pauliZ ⊗ₖ pauliZ := by
  ext ⟨i, j⟩ ⟨k, l⟩
  fin_cases i <;> fin_cases j <;> fin_cases k <;> fin_cases l <;>
    simp [CNOT, pauliZ, Matrix.mul_apply, Fintype.sum_prod_type, Fin.sum_univ_two,
      Matrix.one_apply]

/-- The two-qubit rotation `exp(-iθ Z⊗Z)` is a single-qubit phase rotation of the target
between two CNOT gates. -/
theorem exp_ZZ (θ : ℝ) :
    NormedSpace.exp ((-(θ * Complex.I)) • (pauliZ ⊗ₖ pauliZ))
      = CNOT * ((1 : Matrix (Fin 2) (Fin 2) ℂ) ⊗ₖ
          !![Complex.exp (-(θ * Complex.I)), 0; 0, Complex.exp (θ * Complex.I)]) * CNOT := by
  -- ZZ is diagonal, so its exponential is known entry by entry
  have hZ : pauliZ ⊗ₖ pauliZ
      = diagonal (fun p : Fin 2 × Fin 2 => pauliZ p.1 p.1 * pauliZ p.2 p.2) := by
    ext ⟨i, j⟩ ⟨k, l⟩
    fin_cases i <;> fin_cases j <;> fin_cases k <;> fin_cases l <;>
      simp [pauliZ]
  rw [hZ, exp_smul_diagonal]
  ext ⟨i, j⟩ ⟨k, l⟩
  fin_cases i <;> fin_cases j <;> fin_cases k <;> fin_cases l <;>
    simp [CNOT, pauliZ, Matrix.mul_apply, Fintype.sum_prod_type, Fin.sum_univ_two,
      Matrix.one_apply]

variable {ι : Type*} [Fintype ι] [DecidableEq ι]

/-- The eigenvalue of Z on a bit: `1` for bit 0 and `-1` for bit 1. -/
def zSign (b : Bool) : ℂ := if b then -1 else 1

/-- Z acting on qubit `q` of a register. -/
def zAt (q : ι) : Matrix (ι → Bool) (ι → Bool) ℂ := diagonal (fun x => zSign (x q))

/-- The product of the Z operators of the listed qubits. -/
def zString (l : List ι) : Matrix (ι → Bool) (ι → Bool) ℂ := (l.map zAt).prod

/-- The product of the Z eigenvalues of the listed qubits in the basis state `x`. -/
def parity (l : List ι) (x : ι → Bool) : ℂ := (l.map (fun i => zSign (x i))).prod

/-- The action on bits of a CNOT with control `c` and target `t`, for `c ≠ t`. -/
def flip (c t : ι) (x : ι → Bool) : ι → Bool := Function.update x t (xor (x t) (x c))

/-- The CNOT gate with control `c` and target `t` on a register, for `c ≠ t`. -/
def cnotAt (c t : ι) : Matrix (ι → Bool) (ι → Bool) ℂ :=
  Matrix.of fun x y => if x = flip c t y then 1 else 0

/-- The CNOT ladder: the product of the CNOT gates from each listed qubit to the next. -/
def ladder : List ι → Matrix (ι → Bool) (ι → Bool) ℂ
  | [] => 1
  | [_] => 1
  | a :: b :: l => cnotAt a b * ladder (b :: l)

/-- A Z string is diagonal, with the parities of the basis states as entries. -/
theorem zString_eq_diagonal (l : List ι) : zString l = diagonal (parity l) := by
  induction l with
  | nil =>
    ext x y
    simp [zString, parity, Matrix.one_apply, Matrix.diagonal_apply]
  | cons a l ih =>
    have h : zString (a :: l) = zAt a * zString l := by simp [zString]
    rw [h, ih, zAt, Matrix.diagonal_mul_diagonal]
    congr 1

/-- Conjugating a diagonal operator by a CNOT with distinct control and target relabels its
entries by the action of the gate on bits. -/
theorem cnotAt_conj_diagonal {c t : ι} (h : c ≠ t) (d : (ι → Bool) → ℂ) :
    cnotAt c t * diagonal d * (cnotAt c t)ᴴ = diagonal (fun x => d (flip c t x)) := by
  have inv : ∀ x, flip c t (flip c t x) = x := by
    intro x
    funext i
    by_cases hi : i = t
    · rw [hi]
      simp [flip, Function.update_of_ne h]
    · simp [flip, Function.update_of_ne hi]
  ext x y
  rw [Matrix.mul_apply, Finset.sum_eq_single (flip c t x)]
  · by_cases hxy : x = y
    · subst hxy
      simp [cnotAt, Matrix.mul_diagonal, inv]
    · simp [cnotAt, Matrix.mul_diagonal, inv, hxy, Ne.symm hxy]
  · intro z _ hz
    have hx : x ≠ flip c t z := fun e => hz (by rw [e, inv])
    simp [cnotAt, Matrix.mul_diagonal, hx]
  · simp

/-- For a nonempty list of distinct qubits, conjugation by the ladder turns the diagonal operator
with entries `f` of the last qubit's Z eigenvalue into the one with entries `f` of the parity of all
listed qubits. -/
theorem ladder_conj (f : ℂ → ℂ) : ∀ (l : List ι) (hl : l ≠ []), l.Nodup →
    ladder l * diagonal (fun x => f (zSign (x (l.getLast hl)))) * (ladder l)ᴴ
      = diagonal (fun x => f (parity l x))
  | [], hl, _ => absurd rfl hl
  | [a], _, _ => by simp [ladder, parity]
  | a :: b :: l, _, hn => by
    have hn' := (List.nodup_cons.mp hn).2
    have hb : b ∉ l := (List.nodup_cons.mp hn').1
    have hab : a ≠ b := fun e => (List.nodup_cons.mp hn).1 (by simp [e])
    have ih := ladder_conj f (b :: l) (by simp) hn'
    have regroup : ∀ A B D : Matrix (ι → Bool) (ι → Bool) ℂ,
        A * B * D * (Bᴴ * Aᴴ) = A * (B * D * Bᴴ) * Aᴴ := by
      intro A B D
      simp only [Matrix.mul_assoc]
    rw [List.getLast_cons (by simp : b :: l ≠ []),
      show ladder (a :: b :: l) = cnotAt a b * ladder (b :: l) from rfl,
      Matrix.conjTranspose_mul, regroup, ih, cnotAt_conj_diagonal hab]
    -- the outer CNOT adds its control qubit to the parity
    have hp : ∀ x, parity (b :: l) (flip a b x) = parity (a :: b :: l) x := by
      intro x
      have h1 : l.map (fun i => zSign (flip a b x i)) = l.map (fun i => zSign (x i)) := by
        apply List.map_congr_left
        intro i hi
        have hib : i ≠ b := fun e => hb (e ▸ hi)
        simp [flip, Function.update_of_ne hib]
      have h2 : zSign (flip a b x b) = zSign (x a) * zSign (x b) := by
        simp only [flip, Function.update_self]
        cases x a <;> cases x b <;> simp [zSign]
      simp only [parity, List.map_cons, List.prod_cons, h1, h2, mul_assoc]
    simp only [hp]

/-- For a nonempty list of distinct qubits, the ladder turns Z on the last qubit into the
Z string on all of them. -/
theorem ladder_conj_Z (l : List ι) (hl : l ≠ []) (hn : l.Nodup) :
    ladder l * zAt (l.getLast hl) * (ladder l)ᴴ = zString l := by
  rw [zString_eq_diagonal]
  exact ladder_conj (fun z => z) l hl hn

/-- For a nonempty list of distinct qubits, the rotation generated by their Z string is the
rotation generated by Z on the last qubit, conjugated by the CNOT ladder. -/
theorem exp_zString (θ : ℝ) (l : List ι) (hl : l ≠ []) (hn : l.Nodup) :
    NormedSpace.exp ((-(θ * Complex.I)) • zString l)
      = ladder l * NormedSpace.exp ((-(θ * Complex.I)) • zAt (l.getLast hl))
          * (ladder l)ᴴ := by
  rw [zString_eq_diagonal, zAt, exp_smul_diagonal, exp_smul_diagonal]
  exact (ladder_conj (fun z => Complex.exp (-(θ * Complex.I) * z)) l hl hn).symm

end

end CNOTLadder
```

```lean
#print axioms CNOTLadder.CNOT_conj_Z
#print axioms CNOTLadder.exp_ZZ
#print axioms CNOTLadder.ladder_conj_Z
#print axioms CNOTLadder.exp_zString
```

```
'CNOTLadder.CNOT_conj_Z' depends on axioms: [propext, Classical.choice, Quot.sound]
'CNOTLadder.exp_ZZ' depends on axioms: [propext, Classical.choice, Quot.sound]
'CNOTLadder.ladder_conj_Z' depends on axioms: [propext, Classical.choice, Quot.sound]
'CNOTLadder.exp_zString' depends on axioms: [propext, Classical.choice, Quot.sound]
```

## The two-qubit identities

The basis states of two qubits are labelled by pairs in `Fin 2 × Fin 2`, with qubit one first. The symbol `⊗ₖ` is the Kronecker product, so `CNOT` is the operator |0⟩⟨0| ⊗ I + |1⟩⟨1| ⊗ X. The matrix exponential `NormedSpace.exp` is the one defined by the power series, and `-(θ * Complex.I)` is −iθ.

The theorem `CNOT_conj_Z` says

CNOT (I ⊗ Z) CNOT = Z ⊗ Z,

and `exp_ZZ` says that for every real θ

exp(−iθ Z⊗Z) = CNOT (I ⊗ diag(e^(−iθ), e^(iθ))) CNOT.

The angle convention has no factor of one half. With the common definition R_z(φ) = exp(−iφZ/2), the middle gate is R_z(2θ) on qubit two.

Both identities can be read off from the action on a basis state |a,b⟩ with bits a and b. Let ⊕ be addition modulo 2. Then

CNOT |a,b⟩ = |a, a⊕b⟩.

A second CNOT restores b, because a⊕a⊕b = b. This is CNOT² = I, the content of `CNOT_mul_self`. If Z acts on qubit two between the two gates, it sees the bit a⊕b, and so

CNOT (I ⊗ Z) CNOT |a,b⟩ = (−1)^(a⊕b) |a,b⟩ = (−1)^a (−1)^b |a,b⟩.

The last expression is Z⊗Z acting on |a,b⟩. For the rotation, Z⊗Z is diagonal, and its exponential is obtained by exponentiating the eigenvalues:

exp(−iθ Z⊗Z) |a,b⟩ = exp(−iθ (−1)^(a⊕b)) |a,b⟩.

The phase is e^(−iθ) when the bits agree and e^(iθ) when they differ. The gate sequence gives the same phases: after the first CNOT, qubit two holds 0 in the first case and 1 in the second, the diagonal gate attaches the corresponding phase, and the second CNOT restores the bits.

In Lean, `exp_smul_diagonal` supplies the rule for exponentials of diagonal matrices, for any complex factor c. It uses Mathlib's result that the exponential of a diagonal matrix is diagonal, with the exponential taken of the tuple of diagonal entries. Such tuples are multiplied entry by entry, so reading off one entry is a continuous ring homomorphism, which commutes with the exponential. The two-qubit theorems are then checked on all sixteen matrix entries: `fin_cases` lists the indices and `simp` evaluates each product. The proof of `exp_ZZ` first writes Z⊗Z as a diagonal matrix, so that the exponential on the left becomes explicit.

## A register of any finite size

For more qubits, the finite type `ι` is the set of qubit labels and a basis state is a bit assignment `x : ι → Bool`, with `false` for 0 and `true` for 1. Operators are complex matrices indexed by such assignments, so they act on the whole register, including qubits that take no part in the rotation.

The function `zSign` gives the Z eigenvalue of a bit, 1 or −1, and `zAt q` is Z on qubit q. For a list q₁, …, qₙ, `zString` is the matrix product Z_q₁ ⋯ Z_qₙ. The name `parity` stands here for the product of the eigenvalues, which is 1 or −1, and not for the bit 0 or 1 that often carries this name.

The map `flip c t` replaces the target bit x_t by x_t ⊕ x_c, and `cnotAt c t` is the matrix that sends |x⟩ to the state with these new bits. Write C(c,t) for this gate. The ladder is

L = C(q₁,q₂) C(q₂,q₃) ⋯ C(qₙ₋₁,qₙ),

and L = I when n = 1. The superscript `ᴴ` is the conjugate transpose †.

The theorem `exp_zString` states that for a nonempty list of distinct qubits and every real θ

exp(−iθ Z_q₁ ⋯ Z_qₙ) = L exp(−iθ Z_qₙ) L†.

Its companion `ladder_conj_Z` is the same relation between the generators, Z_q₁ ⋯ Z_qₙ = L Z_qₙ L†. For n = 1 both sides are already equal without any CNOT.

Operators act from right to left, so L† comes first in time. It applies C(q₁,q₂), then C(q₂,q₃), and so on down the list. With three qubits holding bits u, v, w, this produces

|u, v, w⟩ → |u, u⊕v, w⟩ → |u, u⊕v, u⊕v⊕w⟩.

The last qubit now carries the joint parity bit, its rotation attaches the right phase, and L undoes the CNOTs in reverse order. In total the sequence uses 2(n−1) CNOT gates and one phase rotation.

The two-qubit matrices and the register matrices are separate representations, and no theorem here translates one into the other. The step from either representation to a laboratory device is the assumption that the physical gates realise these matrices, without noise or calibration error.

## Why the ladder collects the parity

Take one CNOT with c ≠ t and a diagonal operator D with entries d(x). Write F for the bit map `flip c t`. Applying F twice restores every bit assignment, since the control bit is unchanged and is added to the target twice. Therefore C(c,t) has the entry 1 at (x,z) exactly when z = F(x), and

(C D C†)(x,y) = Σ_z C(x,z) d(z) C(y,z).

Only z = F(x) can contribute, and the last factor is then nonzero only if y = x. The result is diagonal, with entries d(F(x)). This is `cnotAt_conj_diagonal`. Its local fact `inv` says that F undoes itself, and `Finset.sum_eq_single` reduces the sum to the surviving term.

Now take a nonempty list of distinct qubits, let f be any function from complex numbers to complex numbers, and put f(Z eigenvalue of the last qubit) on the diagonal. The theorem `ladder_conj` says that conjugation by L replaces this by f(product of all listed Z eigenvalues). The proof is by induction on the list.

For one qubit, the ladder is the identity and the two functions agree. For a list that starts with a, b and continues with l, let L′ be the ladder of the shorter list that starts with b. Then L = C(a,b) L′, and

L D L† = C(a,b) (L′ D L′†) C(a,b)†.

By the induction hypothesis, the inner operator is diagonal with entries f(s_b s_l), where s_b is the Z eigenvalue of qubit b and s_l is the product of the eigenvalues over l. The outer CNOT changes bit b to x_b ⊕ x_a, which changes s_b to s_a s_b. Since b does not occur in l, the factor s_l stays as it was. The new entries are f(s_a s_b s_l), as required.

The Lean proof has the same steps. The fact `regroup` moves the brackets, `ih` is the induction hypothesis, and `hp` is the statement about the product of signs. Inside `hp`, `h1` shows that the signs over l are unchanged and `h2` is the sign rule for qubit b, checked for the four values of the two bits.

Two choices of f finish the argument. By `zString_eq_diagonal`, the Z string is diagonal with the products of signs as entries, so f(z) = z gives `ladder_conj_Z`. With f(z) = exp(−iθz), and with both exponentials computed by exponentiating the diagonal entries, the same theorem gives `exp_zString`.

## Repeated qubits

It is not enough to require that neighbouring entries of the list differ. Take two distinct qubits a and b and the list a, b, a, b. Every gate in its ladder is then an ordinary CNOT, but

L = C(a,b) C(b,a) C(a,b)

is the SWAP gate. It turns Z on the last listed qubit, b, into Z_a. The Z string of the list, on the other hand, is

Z_a Z_b Z_a Z_b = I.

So the relation between the generators fails. The rotations disagree as well: the ladder gives exp(−iθ Z_a), while the string gives the overall phase e^(−iθ). These are equal only when θ is a multiple of π.

## A density–density interaction in a Trotter step

In the Jordan–Wigner encoding, the occupation of spin orbital p is n_p = (I − Z_p)/2, with bit 1 for an occupied orbital. An interaction U n_p n_q between two different spin orbitals, such as the on-site repulsion of the Hubbard model, becomes

U n_p n_q = (U/4)(I − Z_p − Z_q + Z_p Z_q).

The four terms commute, so evolution under this interaction for a time τ, with ħ = 1, factorises without a Trotter error of its own. With θ = Uτ/4,

exp(−iτU n_p n_q) = e^(−iθ) exp(iθ Z_p) exp(iθ Z_q) exp(−iθ Z_p Z_q).

The last factor is the two-qubit rotation. For U = 4 in units of the hopping amplitude and τ = 0.1 in the inverse unit, θ = 0.1. The circuit applies a CNOT from p to q, then diag(e^(−0.1i), e^(0.1i)) on q, then the same CNOT again. Together with the two one-qubit rotations and the overall phase, a doubly occupied site acquires e^(−0.4i), which is e^(−iUτ), and the other three occupations acquire no phase.

Longer strings appear in hopping terms between orbitals that are not adjacent in the Jordan–Wigner order, where Pauli products such as X Z ⋯ Z X occur. One-qubit basis changes at the two ends turn such a product into a Z string, and the ladder then handles its rotation on an ideal finite register; the theorems themselves treat a single Z string, not the basis changes or the splitting of a full Hamiltonian into such terms.
